# Deleting either of two symmetry-related sites from a finite one-particle Hamiltonian matrix gives the same characteristic polynomial

In a finite non-interacting model, such as a Hückel or tight-binding one, a matrix `A` indexed by the sites can hold the on-site energies and hoppings, and removing a site deletes its row and column while leaving the other entries unchanged. The theorem says that if a permutation `e` of the sites preserves every entry of `A` and carries site `v` to site `w`, then the matrices left after deleting `v` and after deleting `w` have the same characteristic polynomial. It is stated for any square matrix with a finite index set and entries in a commutative ring, so `A` need not be Hermitian. The attempt restricts `e` to a bijection between the two sets of remaining sites, relabels one reduced matrix along it, and compares the two matrices entry by entry.

This version doesn't compile in Lean 4 with Mathlib:

```lean
import Mathlib

open Polynomial Matrix

namespace SiteDeletion

variable {n m R : Type*} [Fintype n] [DecidableEq n] [Fintype m] [DecidableEq m] [CommRing R]

/-- The matrix of the system with site `v` removed: row and column `v` are deleted. -/
def deleteSite {n R : Type*} (A : Matrix n n R) (v : n) :
    Matrix {w // w ≠ v} {w // w ≠ v} R :=
  A.submatrix Subtype.val Subtype.val

/-- Deleting either of two sites related by a symmetry of the matrix gives the same
characteristic polynomial. -/
theorem charpoly_deleteSite_of_symmetry (A : Matrix n n R) (e : Equiv.Perm n)
    (he : ∀ i j, A (e i) (e j) = A i j) {v w : n} (hvw : e v = w) :
    (deleteSite A w).charpoly = (deleteSite A v).charpoly := by
  subst hvw
  -- the symmetry restricts to a relabelling of the remaining sites
  have hiff : ∀ a, a ≠ v ↔ e a ≠ e v := fun a => e.injective.ne_iff.symm
  rw [← Matrix.charpoly_reindex (e.subtypeEquiv hiff) (deleteSite A v)]
  congr 1
  refine Matrix.ext fun i j => ?_
  obtain ⟨i, rfl⟩ := (e.subtypeEquiv hiff).surjective i
  obtain ⟨j, rfl⟩ := (e.subtypeEquiv hiff).surjective j
  rw [Matrix.reindex_apply, Matrix.submatrix_apply, Equiv.symm_apply_apply,
    Equiv.symm_apply_apply]
  exact he i.1 j.1

end SiteDeletion
```

Compiling this gives:

```
Main.lean:22:48: error: Application type mismatch: The argument
  hiff
has type
  ∀ (a : n), a ≠ v ↔ e a ≠ e v
but is expected to have type
  ∀ (a : n), a ≠ v ↔ ?m.58 (e a)
in the application
  Equiv.subtypeEquiv e hiff
```

Cause. `Equiv.subtypeEquiv` has to know the predicate that defines the target subtype. Inside the `rw` nothing states it, so Lean must recover it from `hiff` by matching `?m.58 (e a)` with `e a ≠ e v`. Here the unknown predicate is applied to `e a`, not to a plain variable, and Lean's unifier does not find the intended solution, `fun b => b ≠ e v`. The proof `hiff` itself is sound.

The repair writes out the type of the bijection `f`, whose target is `{b // b ≠ e v}`. The predicate is then known before `hiff` is checked, and `hiff` fits. The `rw` and the two `surjective` lines now use `f` in place of the expression that left the predicate open.

Since `f` comes out of an existential statement, its definition is no longer visible to the proof. The equation `hf` keeps the one fact needed, that `f` acts on sites as `e` does. The added `change` displays the goal as an equality of entries of `A`, and `rw [hf i, hf j]` puts it in the form that `he` proves.

The change, after which it compiles:

```diff
@@ -20,11 +20,15 @@
   -- the symmetry restricts to a relabelling of the remaining sites
   have hiff : ∀ a, a ≠ v ↔ e a ≠ e v := fun a => e.injective.ne_iff.symm
-  rw [← Matrix.charpoly_reindex (e.subtypeEquiv hiff) (deleteSite A v)]
+  obtain ⟨f, hf⟩ : ∃ f : {a // a ≠ v} ≃ {b // b ≠ e v}, ∀ a, (f a).1 = e a.1 :=
+    ⟨e.subtypeEquiv hiff, fun _ => rfl⟩
+  rw [← Matrix.charpoly_reindex f (deleteSite A v)]
   congr 1
   refine Matrix.ext fun i j => ?_
-  obtain ⟨i, rfl⟩ := (e.subtypeEquiv hiff).surjective i
-  obtain ⟨j, rfl⟩ := (e.subtypeEquiv hiff).surjective j
+  obtain ⟨i, rfl⟩ := f.surjective i
+  obtain ⟨j, rfl⟩ := f.surjective j
   rw [Matrix.reindex_apply, Matrix.submatrix_apply, Equiv.symm_apply_apply,
     Equiv.symm_apply_apply]
+  change A (f i).1 (f j).1 = A i.1 j.1
+  rw [hf i, hf j]
   exact he i.1 j.1
 
```
